# Kernel ridge regression with a positive semidefinite kernel: all minimisers give the same predictions

Suppose that a training set for an interatomic potential contains a structure and a rotated copy of it. A rotationally invariant kernel can't tell them apart, so weight can be moved from one to the other without changing any fitted energy. Do the predictions then depend on which coefficients the fit returns?

Let K be the real kernel matrix of the training structures, y their reference energies and a the coefficients, so that Ka are the fitted energies. The fit minimises

L(a) = |y − Ka|² + λ aᵀKa.

The given constant λ > 0 (`lam`) sets how strongly a large aᵀKa is penalised against misfit, for instance to allow for noise in the reference data.

```lean
import Mathlib

open Matrix

namespace KernelRidgeRegression

noncomputable section

variable {n : Type*} [Fintype n] [DecidableEq n]
```

The finite type `n` labels the structures, `*ᵥ` applies a matrix to a vector, and `⬝ᵥ` is the dot product.

```lean
/-- The regularised loss `|y - K a|² + lam aᵀ K a` of the coefficient vector `a`,
for kernel matrix `K` and reference data `y`. -/
def loss (K : Matrix n n ℝ) (lam : ℝ) (y a : n → ℝ) : ℝ :=
  (y - K *ᵥ a) ⬝ᵥ (y - K *ᵥ a) + lam * (a ⬝ᵥ K *ᵥ a)
```

The candidate solution is α = (K + λI)⁻¹y, written `coeff K lam y`.

```lean
/-- The regression coefficients `(K + lam I)⁻¹ y`, meaningful when `K + lam I` is
nonsingular. -/
def coeff (K : Matrix n n ℝ) (lam : ℝ) (y : n → ℝ) : n → ℝ :=
  (K + lam • (1 : Matrix n n ℝ))⁻¹ *ᵥ y
```

Being a minimiser means beating or equalling every coefficient vector; no normal equation is built in.

```lean
/-- The coefficient vector `a` minimises the regularised loss over all coefficient vectors. -/
def IsMinimiser (K : Matrix n n ℝ) (lam : ℝ) (y a : n → ℝ) : Prop :=
  ∀ b, loss K lam y a ≤ loss K lam y b
```

Throughout, `K.PosSemidef` says that K is symmetric and vᵀKv ≥ 0 for all v. The kernel and λ are fixed, and the accuracy of the fit is not addressed.

**(a)** Show that the inverse in α is genuine:

det(K + λI) ≠ 0.

*Solution.* Otherwise some v ≠ 0 has Kv + λv = 0. Taking the dot product with v gives

vᵀKv + λ|v|² = 0.

Both terms are nonnegative and λ > 0, so |v|² = 0 and v = 0, a contradiction. In Lean, `exists_mulVec_eq_zero_iff` supplies v and `nlinarith` does the sign argument. For a real number, `IsUnit` means nonzero.

```lean
/-- For a positive semidefinite kernel matrix and `lam > 0`, the regularised kernel matrix
`K + lam I` is nonsingular. -/
theorem isUnit_det_regularised {K : Matrix n n ℝ} (hK : K.PosSemidef) {lam : ℝ}
    (hl : 0 < lam) : IsUnit (K + lam • (1 : Matrix n n ℝ)).det := by
  rw [isUnit_iff_ne_zero]
  intro h
  obtain ⟨v, hv, h0⟩ := Matrix.exists_mulVec_eq_zero_iff.mpr h
  -- a null vector would have vanishing regularised quadratic form
  rw [Matrix.add_mulVec, Matrix.smul_mulVec, Matrix.one_mulVec] at h0
  have h1 : v ⬝ᵥ K *ᵥ v + lam * (v ⬝ᵥ v) = 0 := by
    rw [← smul_eq_mul, ← dotProduct_smul, ← dotProduct_add, h0, dotProduct_zero]
  have h2 : 0 ≤ v ⬝ᵥ K *ᵥ v := by
    simpa only [star_trivial] using hK.dotProduct_mulVec_nonneg v
  have h3 : 0 ≤ v ⬝ᵥ v := Finset.sum_nonneg fun i _ => mul_self_nonneg (v i)
  have h4 : v ⬝ᵥ v = 0 := by nlinarith
  exact hv (dotProduct_self_eq_zero.mp h4)
```

**(b)** Show that α solves the linear system

Kα + λα = y.

*Solution.* By (a), (K + λI)α = (K + λI)(K + λI)⁻¹y = y. Expand the left side. The cancellation is `Matrix.mul_nonsing_inv`.

```lean
/-- For positive semidefinite `K` and `lam > 0`, the regression coefficients `α` solve the
linear system `K α + lam α = y`. -/
theorem coeff_equation {K : Matrix n n ℝ} (hK : K.PosSemidef) {lam : ℝ} (hl : 0 < lam)
    (y : n → ℝ) : K *ᵥ coeff K lam y + lam • coeff K lam y = y := by
  have h : (K + lam • (1 : Matrix n n ℝ)) *ᵥ coeff K lam y = y := by
    rw [coeff, Matrix.mulVec_mulVec, Matrix.mul_nonsing_inv _ (isUnit_det_regularised hK hl),
      Matrix.one_mulVec]
  rwa [Matrix.add_mulVec, Matrix.smul_mulVec, Matrix.one_mulVec] at h
```

**(c)** With d = a − α, complete the square:

L(a) = λ yᵀα + |Kd|² + λ dᵀKd.

*Solution.* By (b), the residual is y − Ka = λα − Kd, so

|y − Ka|² = λ²|α|² − 2λ αᵀKd + |Kd|².

Since K is symmetric,

λ aᵀKa = λ αᵀKα + 2λ αᵀKd + λ dᵀKd.

In the sum the cross terms cancel, and λ αᵀ(Kα + λα) = λ yᵀα remains.

```lean
/-- Completing the square: for positive semidefinite `K` and `lam > 0`, the loss at `a` is
`lam yᵀ α` plus `|K d|² + lam dᵀ K d`, where `α` are the regression coefficients and
`d = a - α`. -/
theorem loss_eq_add_excess {K : Matrix n n ℝ} (hK : K.PosSemidef) {lam : ℝ} (hl : 0 < lam)
    (y a : n → ℝ) :
    loss K lam y a = lam * (y ⬝ᵥ coeff K lam y) +
      ((K *ᵥ (a - coeff K lam y)) ⬝ᵥ (K *ᵥ (a - coeff K lam y)) +
        lam * ((a - coeff K lam y) ⬝ᵥ K *ᵥ (a - coeff K lam y))) := by
  have hT : Kᵀ = K := by
    rw [← Matrix.conjTranspose_eq_transpose_of_trivial]
    exact hK.1
  have key : ∀ c d : n → ℝ, loss K lam (K *ᵥ c + lam • c) (c + d) =
      lam * ((K *ᵥ c + lam • c) ⬝ᵥ c) +
        ((K *ᵥ d) ⬝ᵥ (K *ᵥ d) + lam * (d ⬝ᵥ K *ᵥ d)) := by
    intro c d
    -- the residual at `c + d` is `lam c - K d`
    have e : K *ᵥ c + lam • c - K *ᵥ (c + d) = lam • c - K *ᵥ d := by
      rw [Matrix.mulVec_add]
      abel
    have h1 : (K *ᵥ d) ⬝ᵥ c = c ⬝ᵥ K *ᵥ d := dotProduct_comm _ _
    have h2 : d ⬝ᵥ K *ᵥ c = c ⬝ᵥ K *ᵥ d := by
      rw [Matrix.dotProduct_mulVec, ← Matrix.mulVec_transpose, hT, dotProduct_comm]
    have h3 : (K *ᵥ c) ⬝ᵥ c = c ⬝ᵥ K *ᵥ c := dotProduct_comm _ _
    rw [loss, e]
    simp only [Matrix.mulVec_add, dotProduct_add, add_dotProduct, sub_dotProduct,
      dotProduct_sub, smul_dotProduct, dotProduct_smul, smul_eq_mul]
    linear_combination (-lam) * h1 + lam * h2 - lam * h3
  have h := key (coeff K lam y) (a - coeff K lam y)
  rwa [coeff_equation hK hl, add_sub_cancel] at h
```

The auxiliary statement `key` proves this for arbitrary vectors c and d, with data Kc + λc, so no inverse enters the algebra. Its last line, `linear_combination`, deserves a closer look. After `simp only` has expanded the products, expressions such as `d ⬝ᵥ K *ᵥ c` and `c ⬝ᵥ K *ᵥ d` are unrelated unknowns to the ring solver. The identities `h1`, `h2` and `h3` relate them, and only `h2` needs the symmetry of K. The tactic subtracts the stated multiples of these identities from the goal and checks that what is left is a ring identity.

**(d)** Show that α is a minimiser, and that

L(α) = λ yᵀ(K + λI)⁻¹y,

a minimises L ⇔ Ka = Kα.

*Solution.* Setting d = 0 in (c) gives the value. For any a, the excess |Kd|² + λ dᵀKd is nonnegative, so L(a) ≥ L(α). If a is a minimiser, the excess is zero, hence |Kd|² = 0 and Ka = Kα. Conversely, Kd = 0 removes both excess terms. These steps are `hval`, `hmin` and the two final bullets.

```lean
/-- Kernel ridge regression: for positive semidefinite `K` and `lam > 0`, the coefficients
`α = (K + lam I)⁻¹ y` minimise the loss, the minimum is `lam yᵀ (K + lam I)⁻¹ y`, and `a` is a
minimiser exactly when it gives the same predictions, `K a = K α`. -/
theorem kernel_ridge_regression {K : Matrix n n ℝ} (hK : K.PosSemidef) {lam : ℝ}
    (hl : 0 < lam) (y : n → ℝ) :
    IsMinimiser K lam y (coeff K lam y) ∧
    loss K lam y (coeff K lam y) =
      lam * (y ⬝ᵥ (K + lam • (1 : Matrix n n ℝ))⁻¹ *ᵥ y) ∧
    ∀ a, IsMinimiser K lam y a ↔ K *ᵥ a = K *ᵥ coeff K lam y := by
  have hsq : ∀ v : n → ℝ, 0 ≤ v ⬝ᵥ v :=
    fun v => Finset.sum_nonneg fun i _ => mul_self_nonneg (v i)
  have hq : ∀ v : n → ℝ, 0 ≤ lam * (v ⬝ᵥ K *ᵥ v) := fun v =>
    mul_nonneg hl.le (by simpa only [star_trivial] using hK.dotProduct_mulVec_nonneg v)
  have hval : loss K lam y (coeff K lam y) = lam * (y ⬝ᵥ coeff K lam y) := by
    rw [loss_eq_add_excess hK hl, sub_self, Matrix.mulVec_zero, dotProduct_zero,
      mul_zero, add_zero, add_zero]
  have hmin : IsMinimiser K lam y (coeff K lam y) := by
    intro b
    rw [hval, loss_eq_add_excess hK hl y b]
    linarith [hsq (K *ᵥ (b - coeff K lam y)), hq (b - coeff K lam y)]
  refine ⟨hmin, hval, fun a => ⟨fun ha => ?_, fun ha => ?_⟩⟩
  · -- at a minimiser the excess vanishes, hence so does `K (a - α)`
    have h := ha (coeff K lam y)
    rw [hval, loss_eq_add_excess hK hl y a] at h
    have h0 : (K *ᵥ (a - coeff K lam y)) ⬝ᵥ (K *ᵥ (a - coeff K lam y)) = 0 := by
      linarith [hsq (K *ᵥ (a - coeff K lam y)), hq (a - coeff K lam y)]
    have h1 := dotProduct_self_eq_zero.mp h0
    rw [Matrix.mulVec_sub] at h1
    exact sub_eq_zero.mp h1
  · have h0 : K *ᵥ (a - coeff K lam y) = 0 := by
      rw [Matrix.mulVec_sub, ha, sub_self]
    have h1 : loss K lam y a = loss K lam y (coeff K lam y) := by
      rw [hval, loss_eq_add_excess hK hl y a, h0, dotProduct_zero, dotProduct_zero,
        mul_zero, add_zero, add_zero]
    intro b
    rw [h1]
    exact hmin b
```

**(e)** Show when the coefficients themselves are unique:

α is the only minimiser ⇔ det K ≠ 0.

*Solution.* If det K = 0, take v ≠ 0 with Kv = 0; by (d), α + v is a second minimiser. If det K ≠ 0, then K(a − α) = 0 forces a = α.

```lean
/-- For positive semidefinite `K` and `lam > 0`, the minimising coefficient vector is unique
exactly when the kernel matrix `K` itself is nonsingular. -/
theorem minimiser_unique_iff {K : Matrix n n ℝ} (hK : K.PosSemidef) {lam : ℝ}
    (hl : 0 < lam) (y : n → ℝ) :
    (∀ a, IsMinimiser K lam y a → a = coeff K lam y) ↔ K.det ≠ 0 := by
  have hiff := (kernel_ridge_regression hK hl y).2.2
  constructor
  · intro h hdet
    -- a null vector of `K` can be added to the coefficients at no cost
    obtain ⟨v, hv, h0⟩ := Matrix.exists_mulVec_eq_zero_iff.mpr hdet
    have h1 := h (coeff K lam y + v) ((hiff _).mpr (by rw [Matrix.mulVec_add, h0, add_zero]))
    exact hv (add_eq_left.mp h1)
  · intro hdet a ha
    by_contra hne
    exact hdet (Matrix.exists_mulVec_eq_zero_iff.mp
      ⟨a - coeff K lam y, sub_ne_zero.mpr hne, by
        rw [Matrix.mulVec_sub, (hiff a).mp ha, sub_self]⟩)
```

**(f)** Add one new structure, labelled ∗, and let the enlarged kernel matrix G be positive semidefinite. Show that any two minimisers a and b of the training loss satisfy

Σᵢ G∗ᵢ aᵢ = Σᵢ G∗ᵢ bᵢ.

*Solution.* Now let d = a − b, so Kd = 0 by (d). Pad d with a zero at ∗ to get v; then vᵀGv = dᵀKd = 0. For every w and real t,

0 ≤ (v + tw)ᵀG(v + tw) = 2t wᵀGv + t² wᵀGw.

A small t of either sign forces wᵀGv = 0, so Gv = 0. Its ∗ component is the claim.

In Lean, `none` is ∗, `some i` is a training structure, and `dotProduct_mulVec_zero_iff` gives Gv = 0. For a potential fitted to finitely many energies with a fixed kernel of this type, the energy predicted for a new structure therefore doesn't depend on which exact minimiser was found.

```lean
/-- Let `G` be the positive semidefinite kernel matrix of the training structures (`some i`)
and one new structure (`none`), and let `lam > 0`. Any two minimisers of the training loss
predict the same value for the new structure. -/
theorem new_structure_prediction_unique {G : Matrix (Option n) (Option n) ℝ}
    (hG : G.PosSemidef) {lam : ℝ} (hl : 0 < lam) {y a b : n → ℝ}
    (ha : IsMinimiser (G.submatrix some some) lam y a)
    (hb : IsMinimiser (G.submatrix some some) lam y b) :
    ∑ i, G none (some i) * a i = ∑ i, G none (some i) * b i := by
  have hiff := (kernel_ridge_regression (hG.submatrix some) hl y).2.2
  have hab : G.submatrix some some *ᵥ (a - b) = 0 := by
    rw [Matrix.mulVec_sub, (hiff a).mp ha, (hiff b).mp hb, sub_self]
  have hrow : ∀ i, ∑ j, G (some i) (some j) * (a j - b j) = 0 := fun i => congrFun hab i
  -- pad the difference of the two minimisers by zero at the new structure
  let v : Option n → ℝ := fun o => o.elim 0 (fun i => a i - b i)
  have hv : star v ⬝ᵥ G *ᵥ v = 0 := by
    rw [star_trivial]
    simp only [v, dotProduct, Matrix.mulVec, Fintype.sum_option, Option.elim_none,
      Option.elim_some, mul_zero, zero_mul, zero_add, hrow, Finset.sum_const_zero]
  have h0 := congrFun ((hG.dotProduct_mulVec_zero_iff v).mp hv) none
  simp only [v, dotProduct, Matrix.mulVec, Fintype.sum_option, Option.elim_none,
    Option.elim_some, mul_zero, zero_add, Pi.zero_apply, mul_sub,
    Finset.sum_sub_distrib] at h0
  exact sub_eq_zero.mp h0

end

end KernelRidgeRegression
```

```lean
#print axioms KernelRidgeRegression.kernel_ridge_regression
#print axioms KernelRidgeRegression.minimiser_unique_iff
#print axioms KernelRidgeRegression.new_structure_prediction_unique
```

```
'KernelRidgeRegression.kernel_ridge_regression' depends on axioms: [propext, Classical.choice, Quot.sound]
'KernelRidgeRegression.minimiser_unique_iff' depends on axioms: [propext, Classical.choice, Quot.sound]
'KernelRidgeRegression.new_structure_prediction_unique' depends on axioms: [propext, Classical.choice, Quot.sound]
```
